# For a finite set of paths with positive weights, the probabilities of an attained entropy production s and of −s have ratio exp(s)

The paths form a finite set, each path x has a strictly positive weight p(x), and reversal R is a map that undoes itself; the entropy production is s(x) = log(p(x)/p(R x)). The lemma `fluctuation_ratio` states that, for any path x, the total weight of the paths with entropy production s(x), divided by that of the paths with entropy production −s(x), is exp(s(x)). The weights need not sum to one; dividing them by their sum turns the totals into probabilities and leaves the ratio unchanged. The attempt first shows that the denominator is positive, because the reversed path R x contributes to it, and then clears the division and applies the detailed fluctuation theorem.

As first written in Lean, the proof fails:

```lean
import Mathlib

open Finset

namespace DetailedFluctuationTheorem

noncomputable section

variable {Ω : Type*}

/-- Entropy production of a path: the logarithm of its weight over the weight of the
reversed path. -/
def entropyProduction (p : Ω → ℝ) (R : Ω → Ω) (x : Ω) : ℝ :=
  Real.log (p x / p (R x))

/-- Total weight of the paths in the event `A`; this is its probability when `p` is
normalised. -/
def prob [Fintype Ω] (p : Ω → ℝ) (A : Set Ω) : ℝ :=
  ∑ x, A.indicator p x

/-- Entropy production changes sign when the path is reversed. -/
theorem entropyProduction_reverse (p : Ω → ℝ) {R : Ω → Ω} (hR : Function.Involutive R)
    (x : Ω) : entropyProduction p R (R x) = -entropyProduction p R x := by
  unfold entropyProduction
  rw [hR x, ← Real.log_inv, inv_div]

/-- The reversed path has the weight of the original path times `exp (-s)`. -/
theorem weight_reverse {p : Ω → ℝ} (hp : ∀ x, 0 < p x) (R : Ω → Ω) (x : Ω) :
    p (R x) = Real.exp (-entropyProduction p R x) * p x := by
  unfold entropyProduction
  rw [Real.exp_neg, Real.exp_log (div_pos (hp x) (hp (R x)))]
  have h1 := (hp x).ne'
  have h2 := (hp (R x)).ne'
  field_simp

/-- If `B` consists of the reversed paths of `A` and each path in `B` has entropy
production `-a`, then the probability of `A` is `exp a` times that of `B`. -/
theorem prob_reversed_event [Fintype Ω] {p : Ω → ℝ} (hp : ∀ x, 0 < p x) {R : Ω → Ω}
    (hR : Function.Involutive R) {A B : Set Ω} {a : ℝ} (hAB : ∀ x, R x ∈ A ↔ x ∈ B)
    (hB : ∀ x ∈ B, entropyProduction p R x = -a) :
    prob p A = Real.exp a * prob p B := by
  unfold prob
  calc ∑ x, A.indicator p x = ∑ x, A.indicator p (R x) :=
        (hR.bijective.sum_comp (fun x => A.indicator p x)).symm
    _ = ∑ x, Real.exp a * B.indicator p x := by
        refine Finset.sum_congr rfl fun x _ => ?_
        by_cases h : x ∈ B
        · rw [Set.indicator_of_mem ((hAB x).2 h), Set.indicator_of_mem h,
            weight_reverse hp R x, hB x h, neg_neg]
        · have h' : R x ∉ A := fun k => h ((hAB x).1 k)
          simp [h, h']
    _ = Real.exp a * ∑ x, B.indicator p x := by rw [Finset.mul_sum]

/-- Detailed fluctuation theorem: the probability of entropy production `a` is `exp a`
times the probability of entropy production `-a`. -/
theorem detailed_fluctuation [Fintype Ω] {p : Ω → ℝ} (hp : ∀ x, 0 < p x) {R : Ω → Ω}
    (hR : Function.Involutive R) (a : ℝ) :
    prob p {x | entropyProduction p R x = a} =
      Real.exp a * prob p {x | entropyProduction p R x = -a} := by
  refine prob_reversed_event hp hR (fun x => ?_) (fun x hx => hx)
  simp only [Set.mem_ofPred_eq, entropyProduction_reverse p hR, neg_eq_iff_eq_neg]

/-- Ratio form: at the entropy production of any path `x`, the probabilities of this value
and of its negative have the ratio `exp (s x)`. -/
theorem fluctuation_ratio [Fintype Ω] {p : Ω → ℝ} (hp : ∀ x, 0 < p x) {R : Ω → Ω}
    (hR : Function.Involutive R) (x : Ω) :
    prob p {y | entropyProduction p R y = entropyProduction p R x} /
      prob p {y | entropyProduction p R y = -entropyProduction p R x} =
      Real.exp (entropyProduction p R x) := by
  -- the reversed path makes the denominator positive
  have h : 0 < prob p {y | entropyProduction p R y = -entropyProduction p R x} := by
    unfold prob
    refine Finset.sum_pos' (fun y _ => Set.indicator_nonneg (fun z _ => (hp z).le) y)
      ⟨R x, Finset.mem_univ _, ?_⟩
    rw [Set.indicator_of_mem (entropyProduction_reverse p hR x)]
    exact hp (R x)
  rw [div_eq_iff h.ne']
  exact detailed_fluctuation hp hR _

end

end DetailedFluctuationTheorem
```

The error:

```
Main.lean:75:8: error: Tactic `rewrite` failed: Did not find an occurrence of the pattern
  Set.indicator (Eq (entropyProduction p R (R x))) ?f (-entropyProduction p R x)
in the target expression
  0 < {y | entropyProduction p R y = -entropyProduction p R x}.indicator p (R x)

Ω : Type u_1
inst✝ : Fintype Ω
p : Ω → ℝ
hp : ∀ (x : Ω), 0 < p x
R : Ω → Ω
hR : Function.Involutive R
x : Ω
⊢ 0 < {y | entropyProduction p R y = -entropyProduction p R x}.indicator p (R x)
```

The change, after which it compiles:

```diff
@@ -73,5 +73,7 @@
     refine Finset.sum_pos' (fun y _ => Set.indicator_nonneg (fun z _ => (hp z).le) y)
       ⟨R x, Finset.mem_univ _, ?_⟩
-    rw [Set.indicator_of_mem (entropyProduction_reverse p hR x)]
+    have hm : R x ∈ {y | entropyProduction p R y = -entropyProduction p R x} :=
+      entropyProduction_reverse p hR x
+    rw [Set.indicator_of_mem hm]
     exact hp (R x)
   rw [div_eq_iff h.ne']
```

The message says that `rw` found no match for its pattern, in which the set is `Eq (entropyProduction p R (R x))` and the element is the real number `-entropyProduction p R x`. The goal has instead the set of paths `{y | entropyProduction p R y = -entropyProduction p R x}` and the element `R x`.

`Set.indicator_of_mem` expects a proof of membership and takes the set and the element from its type. Here it was given `entropyProduction_reverse p hR x`, whose type is an equation. Lean read this equation as membership of its right side in the set of numbers equal to its left side, which is valid but the wrong membership.

The repair first states the intended membership as `hm`. The same proof is accepted there, since membership in this set is by definition that equation. With `hm`, the lemma gets the right set and element, and the rewrite matches the goal.
